# For orbitals at inversion centres, band parities fix the odd-minus-even count at each centre

Q: Take a chain with one orbital per cell, even about its own centre. It can sit at the cell origin, \(w=0\), or half a lattice vector away, \(w=1\). The invariant momenta are the zone centre, \(k=0\), and the zone boundary, \(k=1\). Let the parity of a Bloch state refer to inversion about the cell origin. With the orbital at \(w=0\), both Bloch states are even. With the orbital at \(w=1\), the state at \(k=0\) is even and the one at \(k=1\) is odd. So parities carry information about position. How much, exactly? And does your Lean file talk about Bloch states, or only about a matrix of signs?

A: Let \(a_w\) and \(b_w\) be the numbers of even and odd orbitals at centre \(w\), and let \(\Delta(k)\) be the number of odd minus the number of even Bloch states at \(k\). On your chain, with \(n_w=b_w-a_w\),

\[
\Delta(0)=n_0+n_1,\qquad \Delta(1)=n_0-n_1 ,
\]

and therefore

\[
n_0=\tfrac12\big(\Delta(0)+\Delta(1)\big),\qquad n_1=\tfrac12\big(\Delta(0)-\Delta(1)\big).
\]

The imbalances determine \(n_0\) and \(n_1\), and depend on nothing else. The file proves this in any dimension \(d\), where there are \(2^d\) centres per primitive cell and \(2^d\) invariant momenta, all labelled by vectors of zeros and ones.

```lean
import Mathlib

open Finset

namespace InversionIndicators

/-- Inversion centres (in units of half lattice vectors) and inversion-invariant momenta
(in units of half reciprocal lattice vectors) are both labelled by `(Z/2)^d`. -/
abbrev Pt (d : ℕ) := Fin d → ZMod 2
```

A centre `w` sits at \(w/2\) in lattice vectors, and a momentum `k` at \(k/2\) in reciprocal lattice vectors.

Q: Where does the sign for an orbital away from the origin come from?

A: The file takes it as a definition, and the physics behind it is short. Let \(\varphi_R\) be the orbital of parity \(\eta=\pm1\) at position \(R+w/2\), with \(R\) an integer vector. Up to normalisation, which doesn't affect the eigenvalue, its Bloch sum is \(\psi_k=\sum_R(-1)^{k\cdot R}\varphi_R\). Inversion about the origin sends \(R+w/2\) to \(-R-w/2=(-R-w)+w/2\), so \(I\varphi_R=\eta\,\varphi_{-R-w}\). With \(R'=-R-w\),

\[
I\psi_k=\eta\sum_{R'}(-1)^{k\cdot(R'+w)}\varphi_{R'}=\eta\,(-1)^{w\cdot k}\,\psi_k .
\]

```lean
variable {d : ℕ}

/-- The sign `(-1)^(w·k)` that inversion about the origin gives to a Bloch sum at momentum `k`
of orbitals centred at `w`, in addition to the parity of the orbital. -/
def phase (w k : Pt d) : ℤ := (-1) ^ (∑ i, (w i).val * (k i).val)
```

Here `.val` reads each component as the integer 0 or 1, so the exponent is an ordinary natural number.

Q: If \(\Delta\) is then defined as a Fourier sum, your Fourier formula is empty.

A: It is defined by counting. Where the sign is \(+1\), an orbital keeps its parity; where it is \(-1\), even orbitals give odd states and odd orbitals give even ones.

```lean
/-- Number of even Bloch states at `k` from `a w` even and `b w` odd orbitals at each centre `w`:
even orbitals count where the sign is `+1`, odd orbitals where it is `-1`. -/
def evenStates (a b : Pt d → ℕ) (k : Pt d) : ℕ :=
  ∑ w, if phase w k = 1 then a w else b w

/-- Number of odd Bloch states at `k` from `a w` even and `b w` odd orbitals at each centre `w`. -/
def oddStates (a b : Pt d → ℕ) (k : Pt d) : ℕ :=
  ∑ w, if phase w k = 1 then b w else a w

/-- The parity imbalance `Delta(k)`: the number of odd minus the number of even Bloch states. -/
def imbalance (a b : Pt d → ℕ) (k : Pt d) : ℤ :=
  (oddStates a b k : ℤ) - (evenStates a b k : ℤ)
```

The two counts are natural numbers. Only their difference, `imbalance`, is an integer that may be negative.

Q: On the chain you solved two equations. What replaces that in \(d\) dimensions?

A: Orthogonality of the signs. For centres \(w\) and \(v\), the sum over momenta splits into one factor per direction:

\[
\sum_k(-1)^{w\cdot k}(-1)^{v\cdot k}
=\prod_{i}\ \sum_{z\in\{0,1\}}(-1)^{(w_i+v_i)z}.
\]

A factor is \(1+1=2\) if \(w_i=v_i\), and \(1-1=0\) otherwise. The product is \(2^d\) if \(w=v\), and a single differing component makes it vanish.

```lean
/-- The signs of two inversion centres, multiplied and summed over all invariant momenta,
give `2^d` if the centres coincide and zero otherwise. -/
theorem phase_orthogonality (w v : Pt d) :
    ∑ k, phase w k * phase v k = if w = v then 2 ^ d else 0 := by
  -- orthogonality in a single direction
  have site : ∀ x y : ZMod 2,
      ∑ z : ZMod 2, (-1 : ℤ) ^ (x.val * z.val) * (-1) ^ (y.val * z.val)
        = if x = y then 2 else 0 := by decide
  -- the sum over momenta factorises over directions
  calc ∑ k, phase w k * phase v k
      = ∑ k : Pt d, ∏ i, ((-1 : ℤ) ^ ((w i).val * (k i).val)
          * (-1) ^ ((v i).val * (k i).val)) := by
        simp only [phase, Finset.prod_mul_distrib, Finset.prod_pow_eq_pow_sum]
    _ = ∏ i, ∑ z : ZMod 2, ((-1 : ℤ) ^ ((w i).val * z.val)
          * (-1) ^ ((v i).val * z.val)) := by
        rw [Finset.prod_univ_sum, Fintype.piFinset_univ]
    _ = ∏ i, (if w i = v i then (2 : ℤ) else 0) :=
        Finset.prod_congr rfl fun i _ => site _ _
    _ = if w = v then 2 ^ d else 0 := by
        by_cases h : w = v
        · subst h
          simp
        · obtain ⟨i, hi⟩ := Function.ne_iff.mp h
          rw [if_neg h]
          exact Finset.prod_eq_zero (Finset.mem_univ i) (if_neg hi)
```

The local statement `site` is the one-direction sum, which `decide` settles by running through all values of `x` and `y`. The last step of the `calc` block separates \(w=v\) from \(w\neq v\); in the second case `Function.ne_iff` supplies a direction in which the two differ, and its factor kills the product.

Q: Exchanging a sum over vectors with a product over components is the step I would do without comment. How does Lean justify it?

A: The proof turns on that step, and the device is `Finset.prod_univ_sum`. It is the distributive law for a product of sums: to expand \(\prod_i\sum_z f_i(z)\), choose one term \(z\) from each factor, multiply the chosen terms, and add over all choices. A choice is a function assigning a value to every direction \(i\), and Mathlib collects these functions in a set called `Fintype.piFinset`. When every value is allowed in every direction, `Fintype.piFinset_univ` identifies that set with all functions. But a function from directions to \(\{0,1\}\) is precisely what `Pt d` calls a momentum. The rewrite therefore turns the product on the right-hand side into the momentum sum on the left. The same algebra factorises the partition function of independent two-level systems.

Q: And inversion follows by swapping sums?

A: Yes. For any integer function \(f\) on the centres,

\[
\sum_k(-1)^{w\cdot k}\sum_v(-1)^{v\cdot k}f(v)
=\sum_v\Big(\sum_k(-1)^{w\cdot k}(-1)^{v\cdot k}\Big)f(v)=2^d f(w).
\]

```lean
/-- Transforming an integer function on `(Z/2)^d` twice with the signs `(-1)^(w·k)`
returns the function multiplied by `2^d`. -/
theorem phase_inversion (w : Pt d) (f : Pt d → ℤ) :
    ∑ k, phase w k * ∑ v, phase v k * f v = 2 ^ d * f w := by
  calc ∑ k, phase w k * ∑ v, phase v k * f v
      = ∑ v, (∑ k, phase w k * phase v k) * f v := by
        simp only [Finset.mul_sum, Finset.sum_mul]
        rw [Finset.sum_comm]
        exact Finset.sum_congr rfl fun v _ => Finset.sum_congr rfl fun k _ => by ring
    _ = 2 ^ d * f w := by
        simp [phase_orthogonality]
```

`Finset.sum_comm` performs the exchange, and `phase_orthogonality` leaves only the term \(v=w\).

Q: Now connect this to the counted states.

A: Look at one centre. If its sign at \(k\) is \(+1\), it contributes \(b_w\) odd and \(a_w\) even states, hence \(b_w-a_w\) to the imbalance. If the sign is \(-1\), it contributes \(a_w-b_w\). Both cases read \((-1)^{w\cdot k}(b_w-a_w)\), and summing over centres gives

\[
\Delta(k)=\sum_w(-1)^{w\cdot k}(b_w-a_w).
\]

```lean
/-- The parity imbalance is the Fourier sum `Delta(k) = ∑_w (-1)^(w·k) (b_w - a_w)`. -/
theorem imbalance_eq (a b : Pt d → ℕ) (k : Pt d) :
    imbalance a b k = ∑ w, phase w k * ((b w : ℤ) - a w) := by
  unfold imbalance oddStates evenStates
  push_cast
  rw [← Finset.sum_sub_distrib]
  refine Finset.sum_congr rfl fun w _ => ?_
  -- each centre contributes with sign +1 or -1
  have hs : phase w k = 1 ∨ phase w k = -1 := neg_one_pow_eq_or ℤ _
  rcases hs with h | h <;> simp [h]
```

The Lean proof combines the two counts into one sum over centres and makes the same case distinction in its last line. Putting \(f(v)=b_v-a_v\) into the inversion formula then gives the result over the integers, and dividing by \(2^d\) gives it over the rationals:

\[
b_w-a_w=\frac1{2^d}\sum_k(-1)^{w\cdot k}\Delta(k).
\]

```lean
/-- The sum of `(-1)^(w·k) Delta(k)` over the invariant momenta is `2^d (b_w - a_w)`. -/
theorem sum_phase_imbalance (a b : Pt d → ℕ) (w : Pt d) :
    ∑ k, phase w k * imbalance a b k = 2 ^ d * ((b w : ℤ) - a w) := by
  simp only [imbalance_eq]
  exact phase_inversion w (fun v => (b v : ℤ) - a v)

/-- The excess of odd over even orbitals at each inversion centre is recovered from the parities
in momentum space: `b_w - a_w = 2^(-d) ∑_k (-1)^(w·k) Delta(k)`. -/
theorem real_space_invariant (a b : Pt d → ℕ) (w : Pt d) :
    (b w : ℚ) - a w = 1 / 2 ^ d * ∑ k, (phase w k : ℚ) * (imbalance a b k : ℚ) := by
  have h : ∑ k, (phase w k : ℚ) * (imbalance a b k : ℚ) = 2 ^ d * ((b w : ℚ) - a w) := by
    exact_mod_cast sum_phase_imbalance a b w
  rw [h, ← mul_assoc, one_div, inv_mul_cancel₀ (by positivity), one_mul]
```

Q: So equal \(\Delta\) means equal orbitals?

A: No, it means equal differences \(b_w-a_w\). If two configurations have the same \(\Delta\) at every momentum, the inversion formula gives them the same differences; if the differences agree, the Fourier formula gives the same \(\Delta\).

```lean
/-- Two orbital configurations have the same parity imbalance at all invariant momenta exactly
when `b_w - a_w` agrees at every inversion centre. -/
theorem same_imbalance_iff (a b a' b' : Pt d → ℕ) :
    (∀ k, imbalance a b k = imbalance a' b' k) ↔
      ∀ w, (b w : ℤ) - a w = (b' w : ℤ) - a' w := by
  constructor
  · intro h w
    have h1 := sum_phase_imbalance a b w
    simp only [h] at h1
    rw [sum_phase_imbalance a' b' w] at h1
    exact (mul_left_cancel₀ (by positivity) h1).symm
  · intro h k
    simp only [imbalance_eq, h]
```

An even and an odd orbital on the same centre cancel in the difference, so adding or removing such a pair is invisible to \(\Delta\). The next theorem says that this is the whole ambiguity. Here `p w` and `q w` are the numbers of pairs added at \(w\) to the first and the second configuration.

```lean
/-- Two orbital configurations have the same parity imbalance at all invariant momenta exactly
when they become identical after adding even-odd pairs of orbitals at the inversion centres. -/
theorem same_imbalance_iff_pairs (a b a' b' : Pt d → ℕ) :
    (∀ k, imbalance a b k = imbalance a' b' k) ↔
      ∃ p q : Pt d → ℕ, ∀ w, a w + p w = a' w + q w ∧ b w + p w = b' w + q w := by
  rw [same_imbalance_iff]
  constructor
  · intro h
    refine ⟨a', a, fun w => ?_⟩
    have := h w
    constructor <;> omega
  · rintro ⟨p, q, h⟩ w
    have := h w
    omega
```

For the forward direction, add \(p_w=a'_w\) pairs to the first configuration and \(q_w=a_w\) to the second. Both then have \(a_w+a'_w\) even orbitals, and the odd counts \(b_w+a'_w\) and \(b'_w+a_w\) agree because \(b_w-a_w=b'_w-a'_w\). Conversely, subtracting the two equations removes the pairs. `omega` does this integer arithmetic.

Q: In practice I don't start from orbitals. I have parities from a band calculation and want to know whether orbitals could produce them.

A: Let \(D(k)\) be the integer imbalance you found. If orbitals produce it, then \(\sum_k(-1)^{w\cdot k}D(k)=2^d(b_w-a_w)\), so \(2^d\) divides this sum for every \(w\). Conversely, suppose the sum equals \(2^dc_w\) with integers \(c_w\). Place \(c_w\) odd orbitals at \(w\) if \(c_w\ge0\), and \(-c_w\) even ones otherwise. Then \(b_w-a_w=c_w\), and

\[
2^d\Delta(k)=\sum_w(-1)^{w\cdot k}\,2^dc_w
=\sum_w(-1)^{w\cdot k}\sum_v(-1)^{v\cdot w}D(v)=2^dD(k).
\]

Cancelling \(2^d\) gives \(\Delta=D\).

```lean
/-- An integer function `D(k)` is the parity imbalance of some orbital configuration exactly when
`2^d` divides `∑_k (-1)^(w·k) D(k)` for every inversion centre `w`. -/
theorem atomic_iff_dvd (D : Pt d → ℤ) :
    (∃ a b : Pt d → ℕ, ∀ k, imbalance a b k = D k) ↔
      ∀ w, (2 ^ d : ℤ) ∣ ∑ k, phase w k * D k := by
  constructor
  · rintro ⟨a, b, h⟩ w
    simp only [← h]
    exact ⟨_, sum_phase_imbalance a b w⟩
  · intro h
    choose c hc using h
    -- place |c w| orbitals at w, odd or even according to the sign of c w
    refine ⟨fun w => (-c w).toNat, fun w => (c w).toNat, fun k => ?_⟩
    have hcw : ∀ w, ((c w).toNat : ℤ) - ((-c w).toNat : ℤ) = c w := fun w => by omega
    have hcomm : ∀ w q : Pt d, phase w q = phase q w := fun w q => by
      simp only [phase, mul_comm]
    rw [imbalance_eq]
    simp only [hcw]
    have h2 : (2 ^ d : ℤ) * ∑ w, phase w k * c w = 2 ^ d * D k := by
      rw [← phase_inversion k D, Finset.mul_sum]
      refine Finset.sum_congr rfl fun w _ => ?_
      have h3 : ∑ v, phase v w * D v = 2 ^ d * c w := by
        rw [← hc w]
        exact Finset.sum_congr rfl fun v _ => by rw [hcomm v w]
      rw [h3, hcomm w k]
      ring
    exact mul_left_cancel₀ (by positivity) h2
```

In the code, `choose` extracts the integers \(c_w\), and `toNat`, which sends negative integers to zero, builds the two orbital counts. The final sum runs over centres instead of momenta, so `phase_inversion` is applied with their roles exchanged; `hcomm`, the symmetry \(w\cdot k=k\cdot w\), permits that.

Q: Does passing this test mean that my bands are atomic?

A: No. The theorem finds some orbital configuration with the right imbalance, but doesn't fix the number of bands. Take two bands in \(d=2\), both even at \(k=0\) and both odd at the other three momenta, so that \(D=-2\) once and \(+2\) three times. The formula gives \(b_0-a_0=1\) and \(b_w-a_w=-1\) at the other three centres. That needs at least four orbitals, and you have two bands. Failing the test, by contrast, is conclusive whatever the number of bands: for non-interacting bands with inversion symmetry, it rules out every set of orbitals at the inversion centres.

Q: Give me a case that fails.

A: Start from any orbital configuration that has an even state at some invariant momentum \(q\), and exchange that one state for an odd one. Then \(\Delta(q)\) rises by two and the other imbalances stay put. At the centre \(w=0\) all signs are \(+1\), so if the new imbalance came from orbital counts \(a'_w,b'_w\), subtracting the two sums would give

\[
2=2^d\big[(b'_0-a'_0)-(b_0-a_0)\big].
\]

For \(d\ge2\) the right-hand side is a multiple of four, which is impossible.

```lean
/-- In two or more dimensions, no two orbital configurations have parity imbalances that differ
by two at a single invariant momentum `q` and agree at all others. -/
theorem single_inversion_not_atomic (hd : 2 ≤ d) (a b a' b' : Pt d → ℕ) (q : Pt d) :
    ¬ ∀ k, imbalance a' b' k = imbalance a b k + if k = q then 2 else 0 := by
  intro h
  have p0 : phase 0 q = 1 := by simp [phase]
  have h1 := sum_phase_imbalance a' b' 0
  simp only [h, mul_add, Finset.sum_add_distrib, sum_phase_imbalance a b 0, mul_ite, mul_zero,
    Finset.sum_ite_eq', Finset.mem_univ, if_true, p0] at h1
  -- the change of the invariant at the origin would make 2 a multiple of 2^d
  have h2 : (2 ^ d : ℤ) ∣ 2 :=
    ⟨((b' 0 : ℤ) - a' 0) - ((b 0 : ℤ) - a 0), by linear_combination h1⟩
  have h3 : (2 ^ 2 : ℤ) ∣ 2 := dvd_trans (pow_dvd_pow 2 hd) h2
  norm_num at h3

end InversionIndicators
```

The simplified `h1` is this equation before rearrangement, `linear_combination` turns it into the statement that \(2^d\) divides 2, and `pow_dvd_pow` reduces that to 4 dividing 2.

```lean
#print axioms InversionIndicators.real_space_invariant
#print axioms InversionIndicators.same_imbalance_iff_pairs
#print axioms InversionIndicators.atomic_iff_dvd
#print axioms InversionIndicators.single_inversion_not_atomic
```

```
'InversionIndicators.real_space_invariant' depends on axioms: [propext, Classical.choice, Quot.sound]
'InversionIndicators.same_imbalance_iff_pairs' depends on axioms: [propext, Classical.choice, Quot.sound]
'InversionIndicators.atomic_iff_dvd' depends on axioms: [propext, Classical.choice, Quot.sound]
'InversionIndicators.single_inversion_not_atomic' depends on axioms: [propext, Classical.choice, Quot.sound]
```

Q: What happens without \(d\ge2\)?

A: The claim becomes false on your chain. An even orbital at \(w=0\) has \((\Delta(0),\Delta(1))=(-1,-1)\). An odd orbital at \(w=1\) has \((1,-1)\). The two differ by two at \(k=0\) and agree at \(k=1\), yet each is a single orbital per cell. In one dimension, a single parity exchange can simply record that the orbital has moved by half a lattice vector and changed its parity.

Q: And what has the model left out?

A: There is no Hamiltonian, so energies, gaps and hybridisation don't appear; the theorems take only orbital counts or parity imbalances as input. Orbitals away from the inversion centres are absent too, though two orbitals exchanged by inversion combine into one even and one odd state at each invariant momentum and would add nothing to \(\Delta\). Spin and time reversal aren't modelled either. If the band states and the orbitals all come in Kramers pairs of equal parity, count one member of each pair. A pair that changes parity then changes \(\Delta(q)\) by two, and the theorems apply to these counts. Counting every state would double all the imbalances and make the divisibility test weaker.
